# The coherent potential of a site with real levels lies within $q/\operatorname{Im} D$ of the mean level

Let a site of a random alloy be occupied by species $i$, with real level $v_i$, with probability $c_i$. There are finitely many species, and the $c_i$ are nonnegative and sum to 1. Let $D$ be a complex number with $\operatorname{Im} D>0$, and define

$$m=\sum_i c_i v_i,\qquad q=\sum_i c_i (v_i-m)^2,\qquad g=\sum_i \frac{c_i}{D-v_i},\qquad s=D-\frac1g .$$

Then the coherent potential $s$ satisfies

$$|s-m|\le \frac{q}{\operatorname{Im} D}.$$

The coherent potential approximation (CPA) replaces the random alloy by a uniform medium with a complex, energy-dependent level $s$. The medium around a site enters through $D=z-\Delta(z)$, where $z$ is the complex energy and $\Delta$ the hybridisation with the surroundings. The Green function of a site holding species $i$ is $1/(D-v_i)$, and $s$ is the level that reproduces its average $g$. The condition $\operatorname{Im} D>0$ is the retarded case: $z$ lies above the real axis and the surroundings only add damping.

For one scalar level per species and hopping that does not depend on the species, the bound says how far the CPA can depart from the virtual crystal, in which every site has the level $m$. The departure is small when $\operatorname{Im} D$ is large compared with $\sqrt q$, as it is far from the real axis on a complex energy contour.

## From site fluctuations to a disc

Each term of $g$ has a negative or zero imaginary part:

$$\operatorname{Im} g=-\operatorname{Im} D\sum_i\frac{c_i}{|D-v_i|^2}<0 .$$

The inequality is strict because some $c_i$ is positive. Hence $g\ne0$, and the relative fluctuation of the Green function can be defined as

$$h_i=\frac{1}{g\,(D-v_i)}-1 .$$

Multiplying by $D-v_i$ and using $1/g=D-s$ gives the site equation

$$(D-v_i)h_i=v_i-s .$$

The average of $h_i$ is $\sum_i c_i h_i=g/g-1=0$, which is the CPA condition.

The site equation can be rewritten as $(v_i-m)h_i=(D-m)h_i-v_i+s$. Averaging removes the first term on the right and leaves

$$s-m=\sum_i c_i(v_i-m)h_i .$$

Next, multiply the site equation by $\overline{h_i}$ and average. Since $\sum_i c_i\overline{h_i}=0$, the level $s$ on the right may be replaced by $m$:

$$\sum_i c_i(D-v_i)|h_i|^2=\sum_i c_i(v_i-m)\overline{h_i}=\overline{s-m}.$$

The levels and $m$ are real, so the imaginary part reads

$$\operatorname{Im} D\sum_i c_i|h_i|^2=-\operatorname{Im} s .$$

The Cauchy–Schwarz inequality with weights $c_i$ now gives

$$|s-m|^2\le q\sum_i c_i|h_i|^2=-\frac{q\operatorname{Im} s}{\operatorname{Im} D}.$$

Put $r=q/(2\operatorname{Im} D)$. Then $|s-m|^2+2r\operatorname{Im} s\le0$, and completing the square yields

$$|s-(m-ir)|^2=|s-m|^2+2r\operatorname{Im} s+r^2\le r^2 .$$

So $s$ lies in a closed disc of radius $r$ about $m-ir$. The point $m$ is on its rim, and no point of the disc is further from $m$ than the diameter $2r=q/\operatorname{Im} D$.

## One species, and two

With a single species, $q=0$ and the disc shrinks to a point: $s=m=v$, the level of the pure crystal.

For two species with weights $x,1-x$ and levels $a,b$, set $k=(1-x)a+xb$, the mean with the weights exchanged. A common denominator gives $g=(D-k)/[(D-a)(D-b)]$. Since $m+k=a+b$ and $mk-ab=x(1-x)(a-b)^2=q$,

$$s-m=\frac{(D-m)(D-k)-(D-a)(D-b)}{D-k}=\frac{q}{D-k}.$$

At $\operatorname{Re} D=k$ the denominator is $i\operatorname{Im} D$, and the bound is attained.

Take $x=\tfrac14$, $a=0$, $b=4$ and $D=1+i$, in any energy unit. Then $m=3$, $q=3$ and $k=1$. Directly,

$$g=\frac{1/4}{1+i}+\frac{3/4}{-3+i}=-0.1-0.2i,\qquad \frac1g=-2+4i,\qquad s=3-3i .$$

Thus $|s-m|=3=q/\operatorname{Im} D$.

## Levels, weights and the coherent potential in Lean

The finite type `ι` labels the species.

```lean
import Mathlib

open Complex

namespace CoherentPotentialBound

noncomputable section

variable {ι : Type*} [Fintype ι]
```

Weights and levels are real functions `c v : ι → ℝ`. The mean $m$ and the variance $q$ are finite sums.

```lean
/-- The virtual-crystal level: the mean of the levels `v` with weights `c` summing to 1. -/
def meanLevel (c v : ι → ℝ) : ℝ := ∑ i, c i * v i

/-- The disorder strength: for weights summing to 1, the weighted mean square deviation of the
levels from their mean. -/
def levelVariance (c v : ι → ℝ) : ℝ := ∑ i, c i * (v i - meanLevel c v) ^ 2
```

The next two definitions are $g$ and $s$. In the alloy literature "coherent potential" usually means the self-consistent solution, whereas `coherentPotential` is a function of a given `D`.

```lean
/-- The averaged local Green function `∑ c_i / (D - v_i)`, for weights summing to 1 and `D`
different from every level. -/
def avgGreen (c v : ι → ℝ) (D : ℂ) : ℂ := ∑ i, (c i : ℂ) / (D - v i)

/-- The coherent potential `D - 1 / g`, where `g` is the averaged Green function, for `D`
different from every level and `g` nonzero. -/
def coherentPotential (c v : ι → ℝ) (D : ℂ) : ℂ := D - 1 / avgGreen c v D
```

That difference marks the step from these theorems to an alloy calculation: there $D$ must also be consistent with the lattice, so that $g$ equals the site-diagonal Green function of the uniform medium. The bound applies to any such solution with $\operatorname{Im} D>0$, but its existence is a separate question. The theorems here treat scalar levels only. They do not cover sites with several coupled orbitals, where $s$ is a matrix, or multiple-scattering CPA, where the medium is described by a scattering matrix.

The last definition is $h_i$. In scattering language it is the single-site $t$-matrix in the medium times $g$.

```lean
/-- The relative fluctuation about the average of the Green function of a site occupied by species
`i`, for `D` different from every level and a nonzero averaged Green function. -/
def fluct (c v : ι → ℝ) (D : ℂ) (i : ι) : ℂ := (1 / (D - v i)) / avgGreen c v D - 1
```

## The site equation and its averages

Subtracting a real number leaves $\operatorname{Im} D$ unchanged, so $D$ never meets a level.

```lean
/-- A complex `D` with positive imaginary part differs from every real level. -/
theorem sub_level_ne_zero {D : ℂ} (hD : 0 < D.im) (r : ℝ) : D - (r : ℂ) ≠ 0 := by
  intro h
  have h1 := congrArg Complex.im h
  simp only [Complex.sub_im, Complex.ofReal_im, sub_zero, Complex.zero_im] at h1
  linarith
```

The site equation follows from $(D-v_i)\cdot 1/(D-v_i)=1$, multiplied by $1/g$.

```lean
/-- For `Im D > 0`, `D - v_i` times the fluctuation for species `i` equals `v_i` minus the coherent
potential. -/
theorem fluct_equation (c v : ι → ℝ) {D : ℂ} (hD : 0 < D.im) (i : ι) :
    (D - v i) * fluct c v D i = v i - coherentPotential c v D := by
  have e : (D - v i) * (1 / (D - v i)) = 1 := mul_one_div_cancel (sub_level_ne_zero hD (v i))
  simp only [fluct, coherentPotential]
  linear_combination (1 / avgGreen c v D) * e
```

For the CPA condition, `him` is the formula for $\operatorname{Im} g$, `hp` shows that its sum is positive, and `hg` concludes that $g\ne0$. The remaining lines split the average into $g\cdot g^{-1}-1$.

```lean
/-- The CPA condition: for `Im D > 0` and nonnegative weights summing to 1, the fluctuations
average to zero. -/
theorem fluct_average {c : ι → ℝ} (v : ι → ℝ) {D : ℂ} (hc : ∀ i, 0 ≤ c i)
    (hs : ∑ i, c i = 1) (hD : 0 < D.im) : ∑ i, (c i : ℂ) * fluct c v D i = 0 := by
  -- the averaged Green function has a negative imaginary part, so it can be divided by
  have him : (avgGreen c v D).im = -(D.im * ∑ i, c i / Complex.normSq (D - v i)) := by
    rw [avgGreen, Complex.im_sum, Finset.mul_sum, ← Finset.sum_neg_distrib]
    refine Finset.sum_congr rfl fun i _ => ?_
    rw [div_eq_mul_inv, Complex.im_ofReal_mul, Complex.inv_im]
    simp only [Complex.sub_im, Complex.ofReal_im, sub_zero]
    ring
  obtain ⟨j, hj⟩ : ∃ j, 0 < c j := by
    by_contra hn
    have : ∑ i, c i ≤ 0 := Finset.sum_nonpos fun i _ => not_lt.mp fun h => hn ⟨i, h⟩
    linarith
  have hp : 0 < ∑ i, c i / Complex.normSq (D - v i) :=
    Finset.sum_pos' (fun i _ => div_nonneg (hc i) (Complex.normSq_nonneg _))
      ⟨j, Finset.mem_univ j, div_pos hj (Complex.normSq_pos.mpr (sub_level_ne_zero hD _))⟩
  have hg : avgGreen c v D ≠ 0 := by
    intro h0
    rw [h0, Complex.zero_im] at him
    have := mul_pos hD hp
    linarith
  have h1 : ∑ i, (c i : ℂ) = 1 := by exact_mod_cast hs
  have e : ∀ i, (c i : ℂ) * fluct c v D i
      = (c i : ℂ) / (D - v i) * (avgGreen c v D)⁻¹ - c i := by
    intro i
    simp only [fluct]
    ring
  rw [Finset.sum_congr rfl (fun i _ => e i), Finset.sum_sub_distrib, ← Finset.sum_mul, h1]
  change avgGreen c v D * (avgGreen c v D)⁻¹ - 1 = 0
  rw [mul_inv_cancel₀ hg, sub_self]
```

The formula for $s-m$ uses the rewritten site equation, stored for each species as `e`. The sums are then evaluated with the CPA condition, the normalisation and the definition of $m$.

```lean
/-- For `Im D > 0` and nonnegative weights summing to 1, the coherent potential differs from
the mean level by the correlation between level deviations and Green-function fluctuations. -/
theorem shift_eq_correlation {c : ι → ℝ} (v : ι → ℝ) {D : ℂ} (hc : ∀ i, 0 ≤ c i)
    (hs : ∑ i, c i = 1) (hD : 0 < D.im) :
    coherentPotential c v D - meanLevel c v
      = ∑ i, (c i : ℂ) * ((v i : ℂ) - meanLevel c v) * fluct c v D i := by
  have h1 : ∑ i, (c i : ℂ) = 1 := by exact_mod_cast hs
  have hm : ∑ i, (c i : ℂ) * (v i : ℂ) = (meanLevel c v : ℂ) := by simp [meanLevel]
  have e : ∀ i, (c i : ℂ) * ((v i : ℂ) - meanLevel c v) * fluct c v D i
      = (D - meanLevel c v) * ((c i : ℂ) * fluct c v D i) - (c i : ℂ) * (v i : ℂ)
        + coherentPotential c v D * (c i : ℂ) := by
    intro i
    linear_combination (-(c i : ℂ)) * fluct_equation c v hD i
  rw [Finset.sum_congr rfl (fun i _ => e i), Finset.sum_add_distrib, Finset.sum_sub_distrib,
    ← Finset.mul_sum, ← Finset.mul_sum, fluct_average v hc hs hD, h1, hm]
  ring
```

The identity for $-\operatorname{Im} s$ is proved in real and imaginary parts. Here `er` and `ei` are the two parts of the site equation, and the final `linear_combination` inside `e` forms the imaginary part of its product with $\overline{h_i}$. The facts `hr` and `hi` remove the terms proportional to the average fluctuation, and `hsi` identifies what remains. Despite its name, `fluct_dissipation` is an algebraic identity for alloy disorder and is unrelated to the thermal fluctuation–dissipation theorem.

```lean
/-- For `Im D > 0` and nonnegative weights summing to 1, the mean square fluctuation times
`Im D` equals minus the imaginary part of the coherent potential. -/
theorem fluct_dissipation {c : ι → ℝ} (v : ι → ℝ) {D : ℂ} (hc : ∀ i, 0 ≤ c i)
    (hs : ∑ i, c i = 1) (hD : 0 < D.im) :
    D.im * ∑ i, c i * ‖fluct c v D i‖ ^ 2 = -(coherentPotential c v D).im := by
  have hr : ∑ i, c i * (fluct c v D i).re = 0 := by
    simpa [Complex.re_sum] using congrArg Complex.re (fluct_average v hc hs hD)
  have hi : ∑ i, c i * (fluct c v D i).im = 0 := by
    simpa [Complex.im_sum] using congrArg Complex.im (fluct_average v hc hs hD)
  have hsi : (coherentPotential c v D).im
      = ∑ i, c i * (v i - meanLevel c v) * (fluct c v D i).im := by
    simpa [Complex.im_sum] using congrArg Complex.im (shift_eq_correlation v hc hs hD)
  -- imaginary part of the site equation multiplied by the conjugate fluctuation
  have e : ∀ i, D.im * (c i * ‖fluct c v D i‖ ^ 2)
      = -(coherentPotential c v D).im * (c i * (fluct c v D i).re)
        + ((coherentPotential c v D).re - meanLevel c v) * (c i * (fluct c v D i).im)
        - c i * (v i - meanLevel c v) * (fluct c v D i).im := by
    intro i
    have er := congrArg Complex.re (fluct_equation c v hD i)
    have ei := congrArg Complex.im (fluct_equation c v hD i)
    simp only [Complex.mul_re, Complex.mul_im, Complex.sub_re, Complex.sub_im,
      Complex.ofReal_re, Complex.ofReal_im, sub_zero, zero_sub] at er ei
    rw [Complex.sq_norm, Complex.normSq_apply]
    linear_combination c i * (fluct c v D i).re * ei - c i * (fluct c v D i).im * er
  rw [Finset.mul_sum, Finset.sum_congr rfl (fun i _ => e i), Finset.sum_sub_distrib,
    Finset.sum_add_distrib, ← Finset.mul_sum, ← Finset.mul_sum, hr, hi, ← hsi]
  ring
```

## The disc and the bound

The hypotheses `hc`, `hs` and `hD` say that the weights are nonnegative, that they sum to 1, and that $\operatorname{Im} D>0$. The double bars denote the complex modulus.

In the proof, `hn` applies the triangle inequality to the formula for $s-m$, and `hcs` is the weighted Cauchy–Schwarz step. The identity `hN` completes the square, while `h4` expresses $q\sum_i c_i|h_i|^2$ as $-2r\operatorname{Im} s$. Comparing squares of nonnegative numbers finishes the argument.

```lean
/-- For `Im D > 0` and nonnegative weights summing to 1, the coherent potential lies in the
closed disc of radius `q / (2 Im D)` about `m - i q / (2 Im D)`, with `m` the mean level and
`q` the variance. -/
theorem coherentPotential_mem_disc {c : ι → ℝ} (v : ι → ℝ) {D : ℂ} (hc : ∀ i, 0 ≤ c i)
    (hs : ∑ i, c i = 1) (hD : 0 < D.im) :
    ‖coherentPotential c v D
        - (meanLevel c v - ((levelVariance c v / (2 * D.im) : ℝ) : ℂ) * I)‖
      ≤ levelVariance c v / (2 * D.im) := by
  have hq : 0 ≤ levelVariance c v :=
    Finset.sum_nonneg fun i _ => mul_nonneg (hc i) (sq_nonneg _)
  have hn : ‖coherentPotential c v D - meanLevel c v‖
      ≤ ∑ i, c i * |v i - meanLevel c v| * ‖fluct c v D i‖ := by
    rw [shift_eq_correlation v hc hs hD]
    refine (norm_sum_le _ _).trans_eq (Finset.sum_congr rfl fun i _ => ?_)
    rw [norm_mul, norm_mul, ← Complex.ofReal_sub, Complex.norm_real, Complex.norm_real,
      Real.norm_eq_abs, Real.norm_eq_abs, abs_of_nonneg (hc i)]
  -- Cauchy-Schwarz with the weights `c`
  have hcs : (∑ i, c i * |v i - meanLevel c v| * ‖fluct c v D i‖) ^ 2
      ≤ levelVariance c v * ∑ i, c i * ‖fluct c v D i‖ ^ 2 := by
    refine Finset.sum_sq_le_sum_mul_sum_of_sq_le_mul _
      (fun i _ => mul_nonneg (hc i) (sq_nonneg _))
      (fun i _ => mul_nonneg (hc i) (sq_nonneg _)) (fun i _ => ?_)
    apply le_of_eq
    rw [mul_pow, mul_pow, sq_abs]
    ring
  have h2 := (pow_le_pow_left₀ (norm_nonneg _) hn 2).trans hcs
  have hdis := fluct_dissipation v hc hs hD
  have hr0 : 0 ≤ levelVariance c v / (2 * D.im) := by positivity
  have hr : levelVariance c v = 2 * D.im * (levelVariance c v / (2 * D.im)) := by
    field_simp
  have hN : ∀ (s : ℂ) (m r : ℝ),
      ‖s - (m - (r : ℂ) * I)‖ ^ 2 = ‖s - m‖ ^ 2 + 2 * r * s.im + r ^ 2 := by
    intro s m r
    rw [Complex.sq_norm, Complex.sq_norm, Complex.normSq_apply, Complex.normSq_apply]
    simp only [Complex.sub_re, Complex.sub_im, Complex.mul_re, Complex.mul_im,
      Complex.ofReal_re, Complex.ofReal_im, Complex.I_re, Complex.I_im]
    ring
  have h3 := hN (coherentPotential c v D) (meanLevel c v) (levelVariance c v / (2 * D.im))
  have h4 : levelVariance c v * ∑ i, c i * ‖fluct c v D i‖ ^ 2
      = -(2 * (levelVariance c v / (2 * D.im)) * (coherentPotential c v D).im) := by
    linear_combination (∑ i, c i * ‖fluct c v D i‖ ^ 2) * hr
      + 2 * (levelVariance c v / (2 * D.im)) * hdis
  exact (sq_le_sq₀ (norm_nonneg _) hr0).mp (by linarith)
```

The bound on $|s-m|$ follows by writing $s-m$ as the displacement from the centre of the disc minus $ir$. Each part has modulus at most $r$.

```lean
/-- For `Im D > 0` and nonnegative weights summing to 1, the coherent potential differs from the
mean level by at most the variance divided by `Im D`. -/
theorem norm_coherentPotential_sub_mean_le {c : ι → ℝ} (v : ι → ℝ) {D : ℂ}
    (hc : ∀ i, 0 ≤ c i) (hs : ∑ i, c i = 1) (hD : 0 < D.im) :
    ‖coherentPotential c v D - meanLevel c v‖ ≤ levelVariance c v / D.im := by
  have hq : 0 ≤ levelVariance c v :=
    Finset.sum_nonneg fun i _ => mul_nonneg (hc i) (sq_nonneg _)
  have hr0 : 0 ≤ levelVariance c v / (2 * D.im) := by positivity
  have hd := coherentPotential_mem_disc v hc hs hD
  have hI : ‖((levelVariance c v / (2 * D.im) : ℝ) : ℂ) * I‖
      = levelVariance c v / (2 * D.im) := by
    rw [norm_mul, Complex.norm_I, mul_one, Complex.norm_real, Real.norm_of_nonneg hr0]
  -- the mean level lies on the rim of the disc, so the distance is at most a diameter
  have ht := norm_sub_le (coherentPotential c v D
    - (meanLevel c v - ((levelVariance c v / (2 * D.im) : ℝ) : ℂ) * I))
    (((levelVariance c v / (2 * D.im) : ℝ) : ℂ) * I)
  rw [hI, sub_sub, sub_add_cancel] at ht
  have h2 : levelVariance c v / D.im
      = levelVariance c v / (2 * D.im) + levelVariance c v / (2 * D.im) := by ring
  linarith
```

## Two species attain the bound

The vectors `![x, 1 - x]` and `![a, b]` hold the weights and levels of the binary alloy. The formula for the shift is an algebraic identity and holds for every real $x$. The proof brings $g$ to a common denominator in `hg`, then multiplies through by $D-k$.

```lean
/-- Binary alloy with weights `x`, `1 - x` on levels `a`, `b`: for `Im D > 0` the shift of the
coherent potential from the mean is the variance over `D - ((1 - x) a + x b)`. -/
theorem binary_shift (x a b : ℝ) {D : ℂ} (hD : 0 < D.im) :
    coherentPotential ![x, 1 - x] ![a, b] D - meanLevel ![x, 1 - x] ![a, b]
      = levelVariance ![x, 1 - x] ![a, b] / (D - (((1 - x) * a + x * b : ℝ) : ℂ)) := by
  have ha := sub_level_ne_zero hD a
  have hb := sub_level_ne_zero hD b
  have hk := sub_level_ne_zero hD ((1 - x) * a + x * b)
  have hg : avgGreen ![x, 1 - x] ![a, b] D
      = (D - (((1 - x) * a + x * b : ℝ) : ℂ)) / ((D - a) * (D - b)) := by
    simp only [avgGreen, Fin.sum_univ_two, Matrix.cons_val_zero, Matrix.cons_val_one]
    rw [div_add_div _ _ ha hb]
    congr 1
    push_cast
    ring
  rw [coherentPotential, hg, one_div_div, eq_div_iff hk, sub_mul, sub_mul,
    div_mul_cancel₀ _ hk]
  simp only [meanLevel, levelVariance, Fin.sum_univ_two, Matrix.cons_val_zero,
    Matrix.cons_val_one]
  push_cast
  ring
```

For equality in the bound, $x$ is restricted to $[0,1]$, where it is a concentration and $q\ge0$. The step `hk` states that $D-\operatorname{Re} D=i\operatorname{Im} D$, and taking the modulus of the quotient gives $q/\operatorname{Im} D$.

```lean
/-- For a binary alloy with weights `x`, `1 - x` in `[0, 1]` on levels `a`, `b`, the distance of the
coherent potential from the mean level equals the variance divided by `Im D` when `Im D > 0` and
`Re D = (1 - x) a + x b`. -/
theorem binary_bound_attained {x : ℝ} (a b : ℝ) {D : ℂ} (hx0 : 0 ≤ x) (hx1 : x ≤ 1)
    (hD : 0 < D.im) (hre : D.re = (1 - x) * a + x * b) :
    ‖coherentPotential ![x, 1 - x] ![a, b] D - meanLevel ![x, 1 - x] ![a, b]‖
      = levelVariance ![x, 1 - x] ![a, b] / D.im := by
  have hc : ∀ i, 0 ≤ (![x, 1 - x] : Fin 2 → ℝ) i :=
    Fin.forall_fin_two.mpr ⟨hx0, sub_nonneg.mpr hx1⟩
  have hq : 0 ≤ levelVariance ![x, 1 - x] ![a, b] :=
    Finset.sum_nonneg fun i _ => mul_nonneg (hc i) (sq_nonneg _)
  -- for this value of `Re D` the denominator is purely imaginary
  have hk : D - ((D.re : ℝ) : ℂ) = (D.im : ℂ) * I := by
    linear_combination -(Complex.re_add_im D)
  rw [binary_shift x a b hD, ← hre, hk, norm_div, norm_mul, Complex.norm_I, mul_one,
    Complex.norm_real, Complex.norm_real, Real.norm_of_nonneg hq, Real.norm_of_nonneg hD.le]

end

end CoherentPotentialBound
```

```lean
#print axioms CoherentPotentialBound.norm_coherentPotential_sub_mean_le
#print axioms CoherentPotentialBound.binary_bound_attained
```

```
'CoherentPotentialBound.norm_coherentPotential_sub_mean_le' depends on axioms: [propext, Classical.choice, Quot.sound]
'CoherentPotentialBound.binary_bound_attained' depends on axioms: [propext, Classical.choice, Quot.sound]
```
